# The leading fine-structure term underestimates the point-nucleus Dirac 2p splitting for 0 < Zα ≤ 1

If the gap between the 2p3/2 and 2p1/2 levels of a heavy one-electron ion is estimated by its leading term $(Z\alpha)^4 mc^2/32$, it comes out too small, by about 23% at $Z\alpha = 3/5$. For a point nucleus with $0 < Z\alpha \le 1$, the Lean file below derives the exact gap from the Sommerfeld formula, and proves that the leading term is always too small and that the ratio of exact to leading gap increases strictly with $Z\alpha$.

```lean
import Mathlib

open Real

namespace DiracFineStructure

noncomputable section

/-- The Sommerfeld formula for the Dirac level with principal quantum number `n` and
`k = j + 1/2` at coupling `x = Zα`, in units of `mc²` with the rest energy included.
Its domain is `1 ≤ k ≤ n` and `0 ≤ x < k`, with `x = k` also allowed when `k < n`. -/
def diracLevel (n k : ℕ) (x : ℝ) : ℝ :=
  1 / √(1 + (x / ((n : ℝ) - (k : ℝ) + √((k : ℝ) ^ 2 - x ^ 2))) ^ 2)

/-- The relativistic exponent `γ = √(1 - x²)` of the `j = 1/2` states, for `x² ≤ 1`. -/
def dgamma (x : ℝ) : ℝ := √(1 - x ^ 2)

/-- The fine-structure splitting between the 2p3/2 and 2p1/2 levels at coupling `x = Zα`, in units
of `mc²`, for `0 ≤ x ≤ 1`. -/
def splitting (x : ℝ) : ℝ := diracLevel 2 2 x - diracLevel 2 1 x

/-- The ratio of the exact splitting to its leading term `x⁴/32`, for `0 < x ≤ 1`. -/
def enhancement (x : ℝ) : ℝ := splitting x / (x ^ 4 / 32)

/-- For `x² < 4` the 2p3/2 level is `√(1 - x²/4)`. -/
theorem level_2p32 {x : ℝ} (hx : x ^ 2 < 4) :
    diracLevel 2 2 x = √(1 - x ^ 2 / 4) := by
  have h4 : 4 - x ^ 2 ≠ 0 := by linarith
  have hs : √(((2 : ℕ) : ℝ) ^ 2 - x ^ 2) ^ 2 = 4 - x ^ 2 := by
    have e : ((2 : ℕ) : ℝ) ^ 2 - x ^ 2 = 4 - x ^ 2 := by norm_num
    rw [e, Real.sq_sqrt (by linarith)]
  have key : 1 + (x / (((2 : ℕ) : ℝ) - ((2 : ℕ) : ℝ) + √(((2 : ℕ) : ℝ) ^ 2 - x ^ 2))) ^ 2
      = (1 - x ^ 2 / 4)⁻¹ := by
    have e : 1 - x ^ 2 / 4 = (4 - x ^ 2) / 4 := by ring
    rw [sub_self, zero_add, div_pow, hs, e, inv_div, eq_div_iff h4, add_mul,
      div_mul_cancel₀ _ h4]
    ring
  unfold diracLevel
  rw [key, Real.sqrt_inv, one_div, inv_inv]

/-- For `x² ≤ 1` the 2p1/2 level is `√((1 + γ)/2)`. -/
theorem level_2p12 {x : ℝ} (hx : x ^ 2 ≤ 1) :
    diracLevel 2 1 x = √((1 + dgamma x) / 2) := by
  have hg0 : 0 ≤ dgamma x := Real.sqrt_nonneg _
  have hg : dgamma x ^ 2 = 1 - x ^ 2 := Real.sq_sqrt (by linarith)
  have h : 1 + dgamma x ≠ 0 := by linarith
  have hf : x ^ 2 = (1 - dgamma x) * (1 + dgamma x) := by linear_combination hg
  have hd : ((2 : ℕ) : ℝ) - ((1 : ℕ) : ℝ) + √(((1 : ℕ) : ℝ) ^ 2 - x ^ 2)
      = 1 + dgamma x := by
    unfold dgamma
    norm_num
  have hq : x ^ 2 / (1 + dgamma x) ^ 2 = (1 - dgamma x) / (1 + dgamma x) := by
    rw [div_eq_div_iff (pow_ne_zero 2 h) h, hf]
    ring
  have key : 1 + (x / (((2 : ℕ) : ℝ) - ((1 : ℕ) : ℝ) + √(((1 : ℕ) : ℝ) ^ 2 - x ^ 2))) ^ 2
      = ((1 + dgamma x) / 2)⁻¹ := by
    rw [hd, div_pow, hq, inv_div, eq_div_iff h, add_mul, div_mul_cancel₀ _ h]
    ring
  unfold diracLevel
  rw [key, Real.sqrt_inv, one_div, inv_inv]

/-- For `x² ≤ 1` both levels are positive, with squares `1 - x²/4` and `(1 + γ)/2`. -/
theorem level_squares {x : ℝ} (hx : x ^ 2 ≤ 1) :
    0 < diracLevel 2 2 x ∧ diracLevel 2 2 x ^ 2 = 1 - x ^ 2 / 4 ∧
    0 < diracLevel 2 1 x ∧ diracLevel 2 1 x ^ 2 = (1 + dgamma x) / 2 := by
  have hg0 : 0 ≤ dgamma x := Real.sqrt_nonneg _
  rw [level_2p32 (by linarith), level_2p12 hx]
  exact ⟨Real.sqrt_pos.2 (by linarith), Real.sq_sqrt (by linarith),
    Real.sqrt_pos.2 (by linarith), Real.sq_sqrt (by linarith)⟩

/-- Closed form of the splitting for `x² ≤ 1`: it is `x⁴` divided by `4(1 + γ)²` times the
sum of the two levels. -/
theorem splitting_eq {x : ℝ} (hx : x ^ 2 ≤ 1) :
    splitting x =
      x ^ 4 / (4 * (1 + dgamma x) ^ 2 * (diracLevel 2 2 x + diracLevel 2 1 x)) := by
  obtain ⟨ha, ha2, hb, hb2⟩ := level_squares hx
  have hg0 : 0 ≤ dgamma x := Real.sqrt_nonneg _
  have hg : dgamma x ^ 2 = 1 - x ^ 2 := Real.sq_sqrt (by linarith)
  have hf : x ^ 2 = (1 - dgamma x) * (1 + dgamma x) := by linear_combination hg
  -- the difference of the squared levels is a perfect square
  have h1 : diracLevel 2 2 x ^ 2 - diracLevel 2 1 x ^ 2 = (1 - dgamma x) ^ 2 / 4 := by
    linear_combination ha2 - hb2 - hg / 4
  unfold splitting
  rw [eq_div_iff (by positivity)]
  linear_combination 4 * (1 + dgamma x) ^ 2 * h1
    - (x ^ 2 + (1 - dgamma x) * (1 + dgamma x)) * hf

/-- For `0 < x ≤ 1` the leading term `x⁴/32` strictly underestimates the splitting. -/
theorem leading_lt_splitting {x : ℝ} (h0 : 0 < x) (h1 : x ≤ 1) :
    x ^ 4 / 32 < splitting x := by
  have hx : x ^ 2 ≤ 1 := by nlinarith
  have hp : 0 < x ^ 2 := by positivity
  obtain ⟨ha, ha2, hb, hb2⟩ := level_squares hx
  have hg0 : 0 ≤ dgamma x := Real.sqrt_nonneg _
  have hg : dgamma x ^ 2 = 1 - x ^ 2 := Real.sq_sqrt (by linarith)
  -- `γ` and both levels lie below one
  have hg1 : dgamma x < 1 := by nlinarith
  have ha1 : diracLevel 2 2 x < 1 := by nlinarith
  have hb1 : diracLevel 2 1 x < 1 := by nlinarith
  have hG : 4 * (1 + dgamma x) ^ 2 < 16 := by nlinarith
  have hS : diracLevel 2 2 x + diracLevel 2 1 x < 2 := by linarith
  have hD := mul_lt_mul'' hG hS (by positivity) (by positivity)
  rw [splitting_eq hx]
  exact div_lt_div_of_pos_left (by positivity) (by positivity) (by linarith)

/-- Two-sided estimate for `0 < x ≤ 1`: with `a` the 2p3/2 and `b` the 2p1/2 level, the
splitting lies strictly between `x⁴/(32 a b⁴)` and `x⁴/(32 b⁵)`. -/
theorem splitting_bounds {x : ℝ} (h0 : 0 < x) (h1 : x ≤ 1) :
    x ^ 4 / (32 * diracLevel 2 2 x * diracLevel 2 1 x ^ 4) < splitting x ∧
    splitting x < x ^ 4 / (32 * diracLevel 2 1 x ^ 5) := by
  have hx : x ^ 2 ≤ 1 := by nlinarith
  obtain ⟨ha, -, hb, hb2⟩ := level_squares hx
  have hx4 : 0 < x ^ 4 := by positivity
  have hab : 0 < diracLevel 2 2 x - diracLevel 2 1 x := by
    have h := leading_lt_splitting h0 h1
    unfold splitting at h
    linarith
  have hG : 1 + dgamma x = 2 * diracLevel 2 1 x ^ 2 := by linarith
  have hm := mul_pos (pow_pos hb 4) hab
  rw [splitting_eq hx, hG]
  -- the sum of the levels lies between `2b` and `2a`
  constructor
  · exact div_lt_div_of_pos_left hx4 (by positivity) (by nlinarith)
  · exact div_lt_div_of_pos_left hx4 (by positivity) (by nlinarith)

/-- For `0 < x ≤ 1` the enhancement over the leading term is `8` divided by `(1 + γ)²` times
the sum of the two levels. -/
theorem enhancement_eq {x : ℝ} (h0 : 0 < x) (h1 : x ≤ 1) :
    enhancement x =
      8 / ((1 + dgamma x) ^ 2 * (diracLevel 2 2 x + diracLevel 2 1 x)) := by
  have hx : x ^ 2 ≤ 1 := by nlinarith
  obtain ⟨ha, -, hb, -⟩ := level_squares hx
  have hg0 : 0 ≤ dgamma x := Real.sqrt_nonneg _
  have h := (eq_div_iff (by positivity)).1 (splitting_eq hx)
  unfold enhancement
  rw [div_eq_div_iff (by positivity) (by positivity)]
  linear_combination h / 4

/-- The enhancement of the splitting over its leading term increases strictly with the
coupling `x = Zα` on `0 < x ≤ 1`. -/
theorem enhancement_strictMonoOn : StrictMonoOn enhancement (Set.Ioc 0 1) := by
  intro x hx y hy hxy
  have hx2 : x ^ 2 ≤ 1 := by nlinarith [hx.1, hx.2]
  have hy2 : y ^ 2 ≤ 1 := by nlinarith [hy.1, hy.2]
  have hlt : x ^ 2 < y ^ 2 := by nlinarith [hx.1, hy.1]
  obtain ⟨ha, ha2, hb, hb2⟩ := level_squares hx2
  obtain ⟨ha', ha2', hb', hb2'⟩ := level_squares hy2
  have hg0 : 0 ≤ dgamma y := Real.sqrt_nonneg _
  -- `γ` and both levels decrease with the coupling
  have hg : dgamma y < dgamma x := Real.sqrt_lt_sqrt (by linarith) (by linarith)
  have hA : diracLevel 2 2 y < diracLevel 2 2 x :=
    lt_of_pow_lt_pow_left₀ 2 ha.le (by linarith)
  have hB : diracLevel 2 1 y < diracLevel 2 1 x :=
    lt_of_pow_lt_pow_left₀ 2 hb.le (by linarith)
  have hG : (1 + dgamma y) ^ 2 < (1 + dgamma x) ^ 2 := by nlinarith
  rw [enhancement_eq hx.1 hx.2, enhancement_eq hy.1 hy.2]
  exact div_lt_div_of_pos_left (by norm_num) (by positivity)
    (mul_lt_mul'' hG (add_lt_add hA hB) (by positivity) (by positivity))

end

end DiracFineStructure
```

```lean
#print axioms DiracFineStructure.leading_lt_splitting
-- 'DiracFineStructure.leading_lt_splitting' depends on axioms: [propext, Classical.choice, Quot.sound]
#print axioms DiracFineStructure.splitting_bounds
-- 'DiracFineStructure.splitting_bounds' depends on axioms: [propext, Classical.choice, Quot.sound]
#print axioms DiracFineStructure.enhancement_strictMonoOn
-- 'DiracFineStructure.enhancement_strictMonoOn' depends on axioms: [propext, Classical.choice, Quot.sound]
```

## The exact gap, its bounds and its growth

Here $Z$ is the nuclear charge number, $\alpha$ the fine-structure constant and $m$ the electron mass. Write $x = Z\alpha$ and $\gamma = \sqrt{1-x^2}$, and let $a$ and $b$ be the 2p3/2 and 2p1/2 energies in units of $mc^2$. In the file these are `x`, `dgamma x`, `diracLevel 2 2 x` and `diracLevel 2 1 x`, and the gap $a-b$ is `splitting x`.

The theorems `level_2p32` and `level_2p12` reduce the two levels to

$$a = \sqrt{1-\frac{x^2}{4}}, \qquad b = \sqrt{\frac{1+\gamma}{2}},$$

the first for $x^2 < 4$ and the second for $x^2 \le 1$. For $x^2 \le 1$, `splitting_eq` gives the gap exactly:

$$a-b = \frac{x^4}{4(1+\gamma)^2(a+b)}.$$

The remaining results assume $0 < x \le 1$. The theorem `leading_lt_splitting` states that $x^4/32 < a-b$, and `splitting_bounds` encloses the gap from both sides:

$$\frac{x^4}{32\,a\,b^4} < a-b < \frac{x^4}{32\,b^5}.$$

The function `enhancement` is the gap divided by $x^4/32$. By `enhancement_eq` it equals $8/\big((1+\gamma)^2(a+b)\big)$, and `enhancement_strictMonoOn` says that it is strictly increasing on `Set.Ioc 0 1`, the interval that leaves out 0 and includes 1.

## One electron in the field of a point charge

In the non-relativistic hydrogen-like ion all 2p states have the same energy. The Dirac equation separates them by their total angular momentum $j$, and the state with $j = 3/2$ lies higher. The energies are given by the Sommerfeld formula, which the file takes as the definition of `diracLevel n k x`:

$$\frac{E}{mc^2} = \left[1+\left(\frac{x}{n-k+\sqrt{k^2-x^2}}\right)^2\right]^{-1/2}.$$

The letter $n$ is the principal quantum number. The letter $k$ stands for $j+1/2$, which is the absolute value of the usual relativistic quantum number $\kappa$, and not for the orbital angular momentum. So 2p3/2 has $n = k = 2$, while 2p1/2 has $n = 2$ and $k = 1$. The state 2s1/2 has the same $n$ and $k$ as 2p1/2, and the formula gives both the same energy.

The step from the model to the real setting is the claim that these numbers are eigenvalues of the Dirac Hamiltonian with a Coulomb potential. The file contains no Hamiltonian and starts from the formula. The formula itself describes a single electron and a fixed point nucleus, without nuclear size, recoil or radiative corrections.

The energies include the rest energy, so a free electron at rest has energy 1 and the binding energy of 2p3/2 is $1-a$. The rest energy cancels in the gap. The name `dgamma` denotes the exponent $\gamma$ that governs the $j = 1/2$ wave functions near the nucleus; it is neither a Lorentz factor nor the digamma function. The coupling is a real variable, although actual nuclei supply only the values $Z\alpha$ with integer $Z$.

The condition $x \le 1$ keeps $\gamma$ real. Beyond it the Sommerfeld formula for a $j = 1/2$ state in the field of a point charge no longer gives a real energy.

In relativistic electronic structure, the exact gap can serve as a reference value for a Dirac solver applied to one electron and a point nucleus. The term $x^4/32$ is what first-order perturbation theory with the Pauli corrections gives for the same one-electron ion, so the enhancement measures how much that treatment misses.

## From the Sommerfeld formula to two square roots

For 2p3/2 the difference $n-k$ vanishes and the denominator is $\sqrt{4-x^2}$. The bracket becomes

$$1+\frac{x^2}{4-x^2} = \frac{4}{4-x^2} = \frac{1}{1-x^2/4},$$

and its inverse square root is $a$.

For 2p1/2 the denominator is $1+\gamma$. Since $\gamma^2 = 1-x^2$, we have $x^2 = (1-\gamma)(1+\gamma)$, and the bracket is

$$1+\frac{x^2}{(1+\gamma)^2} = 1+\frac{1-\gamma}{1+\gamma} = \frac{2}{1+\gamma}.$$

Its inverse square root is $b$.

In both Lean proofs the statement `key` is this evaluation of the bracket, written as an inverse, and `Real.sqrt_inv` then takes the root. The lemma `level_squares` collects what the later proofs need: both levels are positive, $a^2 = 1-x^2/4$ and $b^2 = (1+\gamma)/2$.

## The difference of the squares is a perfect square

Subtracting $b$ from $a$ directly leaves a difference of roots, so we first subtract the squares. With $x^2 = 1-\gamma^2$,

$$a^2-b^2 = 1-\frac{1-\gamma^2}{4}-\frac{1+\gamma}{2} = \frac{1-2\gamma+\gamma^2}{4} = \frac{(1-\gamma)^2}{4}.$$

The factorisation of $x^2$ also gives $1-\gamma = x^2/(1+\gamma)$. Hence

$$a^2-b^2 = \frac{x^4}{4(1+\gamma)^2},$$

and division by the positive number $a+b$ yields the exact gap.

The proof of `splitting_eq` records the perfect square as `h1` and the factorisation as `hf`. It multiplies the claim by its denominator with `eq_div_iff`, and `linear_combination` combines the two identities into the result.

The coupling $x = 3/5$, which lies in the range of heavy elements, gives round numbers. Here $\gamma = 4/5$, $a^2 = 0.91$ and $b^2 = 0.90$, so $a \approx 0.95394$ and $b \approx 0.94868$. The difference of the squares is $0.01$, and

$$a-b = \frac{0.01}{a+b} \approx \frac{0.01}{1.90262} \approx 0.005256.$$

The leading term is $0.1296/32 = 0.00405$, so the enhancement is about $1.298$. The two-sided estimate places the gap between $0.005241$ and $0.005270$.

Some bound on the coupling is needed for the exact gap, at least one that excludes $x = \sqrt2$. There $1-x^2$ is negative, and Lean's real square root returns 0, so $\gamma = 0$. The definition then gives $a^2 = 1/2$ and $b^2 = 1/3$, with difference $1/6$, whereas the formula would require $x^4/4 = 1$.

## Why the leading term is too small

Let $0 < x \le 1$ and call the denominator of the exact gap $D = 4(1+\gamma)^2(a+b)$. Since $x$ is not zero, $\gamma^2 = 1-x^2$ and $a^2 = 1-x^2/4$ are both below 1, hence so are $\gamma$ and $a$. Then $b^2 = (1+\gamma)/2$ is below 1 as well. Therefore $4(1+\gamma)^2 < 16$ and $a+b < 2$, which gives $D < 32$ and

$$a-b = \frac{x^4}{D} > \frac{x^4}{32}.$$

In `leading_lt_splitting` the two factor bounds are `hG` and `hS`. The lemma `mul_lt_mul''` multiplies them, and `div_lt_div_of_pos_left` turns the smaller denominator into the larger quotient.

As $x$ tends to 0, the quantities $\gamma$, $a$ and $b$ tend to 1 and $D$ tends to 32; this short limit, taken here by hand, is the reason for calling $x^4/32$ the leading term.

## Bounds with γ eliminated

The relation $b^2 = (1+\gamma)/2$ can be read as $1+\gamma = 2b^2$. This removes $\gamma$ from the denominator:

$$D = 16\,b^4(a+b).$$

The previous result shows that $a-b$ is positive, so $2b < a+b < 2a$. Multiplication by $16b^4$ gives

$$32\,b^5 < D < 32\,a\,b^4,$$

and dividing $x^4$ by each member reverses the order, which is the two-sided estimate.

In `splitting_bounds`, `hab` is the positivity of the gap and `hG` is the relation $1+\gamma = 2b^2$. The statement `hm` says that $b^4(a-b)$ is positive. It serves both halves, because $D$ exceeds $32b^5$ by $16b^4(a-b)$ and falls short of $32ab^4$ by the same amount.

## Why the enhancement grows with the coupling

Dividing the exact gap by $x^4/32$ cancels $x^4$:

$$\frac{a-b}{x^4/32} = \frac{32}{4(1+\gamma)^2(a+b)} = \frac{8}{(1+\gamma)^2(a+b)}.$$

The coupling now enters only through $\gamma$, $a$ and $b$. Take two couplings $x < y$ in the interval from 0 to 1, with 0 excluded. Then $1-y^2 < 1-x^2$, so $\gamma$ is smaller at $y$. The squares $1-x^2/4$ and $(1+\gamma)/2$ are smaller there too, and since the levels are positive, so are $a$ and $b$. Both factors of the denominator are positive and have decreased, so the ratio has increased. At $x = 1$, where $\gamma = 0$, $a = \sqrt3/2$ and $b = 1/\sqrt2$, it is about $5.09$.

The proof of `enhancement_strictMonoOn` has the same order. The comparison of $\gamma$ comes from `Real.sqrt_lt_sqrt`, and those of the levels (`hA` and `hB`) come from their squares through `lt_of_pow_lt_pow_left₀`. After both enhancements are rewritten by `enhancement_eq`, the comparison of the two denominators finishes the proof.
